# The Clausius-Mossotti relative permittivity (1 + 2y)/(1 − y) tends to +∞ as y rises to 1

The Clausius-Mossotti formula (ε − 1)/(ε + 2) = y relates the relative permittivity ε to a dimensionless dipole strength y, normalised so that the formula has this form. Solved for ε, it gives ε = (1 + 2y)/(1 − y). The theorem takes this expression as given, for real y, and says that it tends to +∞ as y approaches 1 from below. The plan of the proof is to show that 1 − y tends to 0 through positive values, so that its inverse tends to +∞, and that 1 + 2y tends to 3. The product of 1 + 2y and that inverse then tends to +∞ as well.

As first written in Lean, the proof fails:

```lean
import Mathlib

open Filter Topology

namespace ClausiusMossottiDiverges

noncomputable section

/-- The Clausius-Mossotti permittivity grows without bound as the dipole strength approaches
`1` from below. -/
theorem clausiusMossotti_diverges :
    Tendsto (fun y : ℝ => (1 + 2 * y) / (1 - y)) (𝓝[<] 1) atTop := by
  have hc : Continuous (fun y : ℝ => 1 - y) := by fun_prop
  have hn : Continuous (fun y : ℝ => 1 + 2 * y) := by fun_prop
  -- the denominator tends to zero through positive values
  have h1 : Tendsto (fun y : ℝ => 1 - y) (𝓝[<] 1) (𝓝[>] 0) := by
    refine tendsto_nhdsWithin_iff.2
      ⟨(hc.tendsto' 1 0 (by norm_num)).mono_left nhdsWithin_le_nhds, ?_⟩
    filter_upwards [self_mem_nhdsWithin] with y hy
    exact sub_pos.2 hy
  have h2 : Tendsto (fun y : ℝ => (1 - y)⁻¹) (𝓝[<] 1) atTop :=
    tendsto_inv_nhdsGT_zero.comp h1
  have h3 : Tendsto (fun y : ℝ => 1 + 2 * y) (𝓝[<] 1) (𝓝 3) :=
    (hn.tendsto' 1 3 (by norm_num)).mono_left nhdsWithin_le_nhds
  exact (h3.pos_mul_atTop (by norm_num) h2).congr fun y => (div_eq_mul_inv _ _).symm

end

end ClausiusMossottiDiverges
```

Messages:

```
Main.lean:20:20: error: Application type mismatch: The argument
  hy
has type
  y ∈ Set.Iio 1
but is expected to have type
  ?m.196 < ?m.195
in the application
  sub_pos.mpr hy
```

The repair, with which the file compiles:

```diff
@@ -18,5 +18,7 @@
       ⟨(hc.tendsto' 1 0 (by norm_num)).mono_left nhdsWithin_le_nhds, ?_⟩
     filter_upwards [self_mem_nhdsWithin] with y hy
-    exact sub_pos.2 hy
+    have hlt : y < 1 := hy
+    show (0 : ℝ) < 1 - y
+    linarith
   have h2 : Tendsto (fun y : ℝ => (1 - y)⁻¹) (𝓝[<] 1) atTop :=
     tendsto_inv_nhdsGT_zero.comp h1
```

The error comes in the step showing that 1 − y is positive when y is below 1. There `hy` has type `y ∈ Set.Iio 1`, which means `y < 1` by definition but is written as membership in a set. `sub_pos.2` expects a strict inequality, and the message shows both sides of that inequality still unknown, as `?m.196 < ?m.195`. The goal, itself a membership in `Set.Ioi 0`, had not settled them, and Lean did not turn the membership `hy` into an inequality that would.

The repair writes both inequalities out. The line `have hlt : y < 1 := hy` is accepted because the two sides are now given, and Lean has only to check that the membership means the same thing. The `show` line restates the goal as `(0 : ℝ) < 1 - y`, again the same by definition. `linarith` then proves it from `hlt`, taking the place of `sub_pos`.
